# The particle-hole symmetric Hubbard dimer: spin and eta symmetry, and all sixteen energies

Put a pair of electrons on one site of a two-site Hubbard model. Hopping takes the pair on site 1 and the pair on site 2 to the same state, so their difference is annihilated by the hopping and keeps its interaction energy, which is $U/2$ in the particle-hole symmetric form below. I understand that this cancellation belongs to a symmetry. With $T$ the hopping of both spins between the sites,

$$H=-tT+U\sum_{i=1,2}(n_{i\uparrow}-\tfrac12)(n_{i\downarrow}-\tfrac12)$$

should commute with the total spin and with $\eta=c_{1\downarrow}c_{1\uparrow}-c_{2\downarrow}c_{2\uparrow}$, and its characteristic polynomial should be

$$(x-\tfrac U2)^3(x+\tfrac U2)^3(x^2-t^2)^4(x^2-\tfrac{U^2}4-4t^2).$$

Can this be made rigorous and machine-checked on the full Fock space, fermionic signs included?

## Fourteen eigenvectors and one 2 by 2 block

Yes, for all real $t$ and $U$. Number the orbitals $1\uparrow,1\downarrow,2\uparrow,2\downarrow$ as $0,1,2,3$. Let $|s\rangle$, $s=0,\dots,15$, be the state whose occupations are the bits of $s$, with creators in ascending order: $|3\rangle=c_0^\dagger c_1^\dagger|0\rangle$, and $|0\rangle$ is the vacuum.

**Symmetries.** With $k+2$ taken modulo 4, the hopping obeys $[T,c_k]=-c_{k+2}$ and $[T,c_k^\dagger]=c_{k+2}^\dagger$. The Leibniz rule gives

$$[T,c_1c_0]=-c_3c_0-c_1c_2=[T,c_3c_2],$$

so $[T,\eta]=0$. For $S^+=c_0^\dagger c_1+c_2^\dagger c_3$,

$$[T,S^+]=(c_2^\dagger c_1-c_0^\dagger c_3)+(c_0^\dagger c_3-c_2^\dagger c_1)=0.$$

Likewise $[T,n_0]=c_2^\dagger c_0-c_0^\dagger c_2=-[T,n_2]$, and the same holds for spin down, so $T$ commutes with $S^z$.

Each site contributes $U/4$ when empty or doubly occupied and $-U/4$ when singly occupied. Neither $\eta$ nor the spin operators change this value, so they commute with the interaction too. Adjoints follow by transposition.

**Triplets.** $T$ annihilates $|0\rangle$, which has energy $U/2$. Applying $\eta^\dagger$ gives $|3\rangle-|12\rangle$ (normalised by $1/\sqrt2$), then $-2|15\rangle$, at the same energy. Similarly $|5\rangle$, with an up electron on each site, has energy $-U/2$. Spin lowering gives $|6\rangle+|9\rangle$, then $2|10\rangle$.

**Odd particle number.** The interaction vanishes. The combinations $|1\rangle\pm|4\rangle$, $|2\rangle\pm|8\rangle$, $|7\rangle\mp|13\rangle$ and $|11\rangle\mp|14\rangle$ have $T=\pm1$, hence energy $\mp t$: four states at each sign.

**The remaining singlets.** From $T|3\rangle=T|12\rangle=|9\rangle-|6\rangle$ and $T(|9\rangle-|6\rangle)=2(|3\rangle+|12\rangle)$, the states $|9\rangle-|6\rangle$ and $|3\rangle+|12\rangle$, which have equal norm, give

$$\begin{pmatrix}-U/2&-2t\\-2t&U/2\end{pmatrix}.$$

Its trace is $0$ and its determinant is $-(U^2/4+4t^2)$, which supplies the last factor.

### What the theorems say

`c k` is an integer matrix with the fermionic sign, and `anticommutation` proves the canonical relations. Since the matrices are real, the transpose is the adjoint. `toReal` carries them to real matrices, and `ham t U` is $H$ as written above. The halves in the interaction fix the chemical potential at half filling; with plain $Un_\uparrow n_\downarrow$ and $U\neq0$, $\eta$ would not commute with $H$.

`eta_symmetry` and `spin_symmetry` state the commutations, the latter for $S^\pm$ and $2S^z$. `eta_triplet` and `spin_triplet` say that every power of the ladder operator preserves the eigenvalue equation and that the second power gives a nonzero vector. `hubbard_dimer_charpoly` gives the polynomial, whose factors may share roots at special $t$ and $U$.

The model has two sites with one orbital each; within that limit, its levels offer an exact reference for an exact-diagonalisation program. They are not a sufficient test of the fermionic signs: dropping every sign from the hopping matrix of this dimer leaves the levels unchanged.

In Lean 4 with Mathlib:

```lean
import Mathlib

open Matrix Polynomial

namespace HubbardDimerFock

noncomputable section

/-- Integer matrices on the Fock space; the bits of a basis label are the occupations
of the orbitals 0 = 1↑, 1 = 1↓, 2 = 2↑, 3 = 2↓. -/
abbrev Op := Matrix (Fin 16) (Fin 16) ℤ

/-- The annihilation operator of orbital `k`, with the sign counting filled lower orbitals. -/
def c (k : Fin 4) : Op := fun a b =>
  if a.val + 2 ^ k.val = b.val ∧ b.val.testBit k.val = true then
    (-1) ^ ((List.range k.val).countP fun l => b.val.testBit l) else 0

/-- The number operator of orbital `k`. -/
def num (k : Fin 4) : Op := (c k)ᵀ * c k

/-- Hopping of both spin species between the two sites. -/
def hop : Op := (c 0)ᵀ * c 2 + (c 2)ᵀ * c 0 + (c 1)ᵀ * c 3 + (c 3)ᵀ * c 1

/-- The eta operator, removing a pair with opposite signs on the two sites. -/
def eta : Op := c 1 * c 0 - c 3 * c 2

/-- The total spin raising operator. -/
def spinPlus : Op := (c 0)ᵀ * c 1 + (c 2)ᵀ * c 3

/-- Twice the z component of the total spin. -/
def twoSpinZ : Op := num 0 - num 1 + num 2 - num 3

/-- An integer matrix read as a real matrix. -/
def toReal : Op →+* Matrix (Fin 16) (Fin 16) ℝ := (Int.castRingHom ℝ).mapMatrix

/-- The Hubbard dimer Hamiltonian in particle-hole symmetric form. -/
def ham (t U : ℝ) : Matrix (Fin 16) (Fin 16) ℝ :=
  (-t) • toReal hop + U •
    ((toReal (num 0) - (1 / 2 : ℝ) • 1) * (toReal (num 1) - (1 / 2 : ℝ) • 1) +
     (toReal (num 2) - (1 / 2 : ℝ) • 1) * (toReal (num 3) - (1 / 2 : ℝ) • 1))

/-- The occupation of orbital `k` in a basis state. -/
def occ (k : Fin 4) (s : Fin 16) : ℤ := if s.val.testBit k.val = true then 1 else 0

/-- Four times the interaction energy of a basis state, in units of `U`. -/
def repulsion (s : Fin 16) : ℤ :=
  (2 * occ 0 s - 1) * (2 * occ 1 s - 1) + (2 * occ 2 s - 1) * (2 * occ 3 s - 1)

/-- Matrix elements of the hopping: one spin moves, with a sign from the orbital it passes. -/
def hopTable : Op := fun i j =>
  if i.val ^^^ j.val = 5 ∧ j.val.testBit 0 ≠ j.val.testBit 2 then 1 - 2 * occ 1 j
  else if i.val ^^^ j.val = 10 ∧ j.val.testBit 1 ≠ j.val.testBit 3 then 1 - 2 * occ 2 j
  else 0

/-- Entrywise comparison of two integer matrices. -/
def same (A B : Op) : Bool :=
  (List.finRange 16).all fun i => (List.finRange 16).all fun j =>
    @decide (A i j = B i j) (Int.decEq (A i j) (B i j))

lemma eq_of_same {A B : Op} (h : same A B = true) : A = B := by
  ext i j
  have h1 := List.all_eq_true.mp h i (List.mem_finRange i)
  have h2 := List.all_eq_true.mp h1 j (List.mem_finRange j)
  exact @of_decide_eq_true _ (Int.decEq (A i j) (B i j)) h2

/-- The basis state with the occupation of orbital `k` reversed. -/
def toggle (k : Fin 4) (b : Fin 16) : Fin 16 :=
  ⟨(b.val ^^^ 2 ^ k.val) % 16, Nat.mod_lt _ (by norm_num)⟩

lemma mul_toggle {A B : Op} {k : Fin 4}
    (h : B = fun a b => if a = toggle k b then B a b else 0) :
    A * B = fun a b => A a (toggle k b) * B (toggle k b) b := by
  ext a b
  rw [Matrix.mul_apply]
  refine Finset.sum_eq_single (toggle k b) (fun x _ hx => ?_) (by simp)
  have h' : B x b = if x = toggle k b then B x b else 0 := congrFun (congrFun h x) b
  rw [if_neg hx] at h'
  rw [h', mul_zero]

/-- The operators `c k` obey the canonical anticommutation relations. -/
theorem anticommutation (j k : Fin 4) : c j * c k + c k * c j = 0 ∧
    c j * (c k)ᵀ + (c k)ᵀ * c j = if j = k then 1 else 0 := by
  have hc : ∀ k, c k = fun a b => if a = toggle k b then c k a b else 0 := by
    intro k; apply eq_of_same; revert k; decide +kernel
  have hd : ∀ k, (c k)ᵀ = fun a b => if a = toggle k b then (c k)ᵀ a b else 0 := by
    intro k; apply eq_of_same; revert k; decide +kernel
  -- a ladder operator reaches a single state, so the matrix products have one term
  constructor
  · rw [mul_toggle (A := c j) (hc k), mul_toggle (A := c k) (hc j)]
    clear hc hd
    apply eq_of_same; revert j k; decide +kernel
  · rw [mul_toggle (A := c j) (hd k), mul_toggle (A := (c k)ᵀ) (hc j)]
    clear hc hd
    apply eq_of_same; revert j k; decide +kernel

lemma hop_eq : hop = hopTable := eq_of_same (by decide +kernel)

lemma num_eq (k : Fin 4) : num k = diagonal (occ k) := by
  apply eq_of_same; revert k; decide +kernel

/-- Commuting the hopping with a ladder operator moves that operator to the other site, with a minus
sign for an annihilation operator. -/
theorem hop_commutator (k : Fin 4) : hop * c k - c k * hop = -c (k + 2) ∧
    hop * (c k)ᵀ - (c k)ᵀ * hop = (c (k + 2))ᵀ := by
  rw [hop_eq]
  constructor <;> (apply eq_of_same; revert k; decide +kernel)

lemma ham_eq (t U : ℝ) :
    ham t U = (-t) • toReal hop + (U / 4) • toReal (diagonal repulsion) := by
  have key (k : Fin 4) : toReal (num k) - (1 / 2 : ℝ) • 1 =
      (1 / 2 : ℝ) • toReal (diagonal fun s => 2 * occ k s - 1) := by
    rw [num_eq]
    ext i j
    by_cases h : i = j
    · subst h
      simp [toReal]
      ring
    · simp [toReal, h]
  have h4 : U * (1 / 2 * (1 / 2)) = U / 4 := by ring
  rw [ham, key 0, key 1, key 2, key 3, smul_mul_smul_comm, smul_mul_smul_comm, ← smul_add,
    smul_smul, ← map_mul, ← map_mul, ← map_add, diagonal_mul_diagonal,
    diagonal_mul_diagonal, diagonal_add, h4]
  rfl

lemma commute_ham (t U : ℝ) {A : Op} (h1 : hop * A = A * hop)
    (h2 : ∀ i j, repulsion i * A i j = A i j * repulsion j) :
    Commute (ham t U) (toReal A) ∧ Commute (ham t U) (toReal Aᵀ) := by
  have hs : hopᵀ = hop := by
    simp only [hop, transpose_add, transpose_mul, transpose_transpose]
    abel
  have h3 : diagonal repulsion * A = A * diagonal repulsion := by
    ext i j
    rw [diagonal_mul, mul_diagonal, h2]
  have h1' := congrArg transpose h1
  have h3' := congrArg transpose h3
  rw [transpose_mul, transpose_mul, hs] at h1'
  rw [transpose_mul, transpose_mul, diagonal_transpose] at h3'
  constructor <;> rw [Commute, SemiconjBy, ham_eq] <;>
    simp only [add_mul, mul_add, smul_mul_assoc, mul_smul_comm, ← map_mul, h1, h3, h1', h3']

/-- The Hamiltonian commutes with eta and its adjoint. -/
theorem eta_symmetry (t U : ℝ) :
    Commute (ham t U) (toReal eta) ∧ Commute (ham t U) (toReal etaᵀ) := by
  have h0 : hop * c 0 - c 0 * hop = -c 2 := (hop_commutator 0).1
  have h1 : hop * c 1 - c 1 * hop = -c 3 := (hop_commutator 1).1
  have h2 : hop * c 2 - c 2 * hop = -c 0 := (hop_commutator 2).1
  have h3 : hop * c 3 - c 3 * hop = -c 1 := (hop_commutator 3).1
  refine commute_ham t U ?_ (by decide +kernel)
  -- Leibniz rule: the pairs broken up on the two sites cancel
  unfold eta
  linear_combination (norm := noncomm_ring) h1 * c 0 + c 1 * h0 - h3 * c 2 - c 3 * h2

/-- The Hamiltonian commutes with the raising, lowering and z components of the total spin. -/
theorem spin_symmetry (t U : ℝ) :
    (Commute (ham t U) (toReal spinPlus) ∧ Commute (ham t U) (toReal spinPlusᵀ)) ∧
      Commute (ham t U) (toReal twoSpinZ) := by
  have h0 : hop * c 0 - c 0 * hop = -c 2 := (hop_commutator 0).1
  have h1 : hop * c 1 - c 1 * hop = -c 3 := (hop_commutator 1).1
  have h2 : hop * c 2 - c 2 * hop = -c 0 := (hop_commutator 2).1
  have h3 : hop * c 3 - c 3 * hop = -c 1 := (hop_commutator 3).1
  have g0 : hop * (c 0)ᵀ - (c 0)ᵀ * hop = (c 2)ᵀ := (hop_commutator 0).2
  have g1 : hop * (c 1)ᵀ - (c 1)ᵀ * hop = (c 3)ᵀ := (hop_commutator 1).2
  have g2 : hop * (c 2)ᵀ - (c 2)ᵀ * hop = (c 0)ᵀ := (hop_commutator 2).2
  have g3 : hop * (c 3)ᵀ - (c 3)ᵀ * hop = (c 1)ᵀ := (hop_commutator 3).2
  refine ⟨commute_ham t U ?_ (by decide +kernel), (commute_ham t U ?_ (by decide +kernel)).1⟩
  · unfold spinPlus
    linear_combination (norm := noncomm_ring)
      g0 * c 1 + (c 0)ᵀ * h1 + g2 * c 3 + (c 2)ᵀ * h3
  · unfold twoSpinZ num
    linear_combination (norm := noncomm_ring) g0 * c 0 + (c 0)ᵀ * h0 - g1 * c 1 - (c 1)ᵀ * h1
      + g2 * c 2 + (c 2)ᵀ * h2 - g3 * c 3 - (c 3)ᵀ * h3

lemma ladder (t U : ℝ) {A : Op} {s r : Fin 16} (hA : Commute (ham t U) (toReal A))
    (hs : ∀ i, hop i s = 0) (hr : (A * A) r s ≠ 0) :
    (∀ k : ℕ, ham t U *ᵥ (toReal A ^ k *ᵥ Pi.single s 1) =
      (U / 4 * repulsion s) • (toReal A ^ k *ᵥ Pi.single s 1)) ∧
    toReal A ^ 2 *ᵥ Pi.single s 1 ≠ 0 := by
  have h0 : ham t U *ᵥ Pi.single s 1 = (U / 4 * repulsion s) • Pi.single s 1 := by
    ext i
    rw [mulVec_single_one, ham_eq]
    by_cases h : i = s
    · subst h
      simp [toReal, hs]
    · simp [toReal, hs, h]
  refine ⟨fun k => ?_, fun h => hr ?_⟩
  · rw [mulVec_mulVec, (hA.pow_right k).eq, ← mulVec_mulVec, h0, mulVec_smul]
  · have h' := congrFun h r
    rw [← map_pow, pow_two, mulVec_single_one] at h'
    exact_mod_cast (show (((A * A) r s : ℤ) : ℝ) = 0 from h')

/-- Every power of the adjoint of eta takes the vacuum to a solution, possibly zero, of the
eigenvalue equation for `U/2`, and the second application does not vanish. -/
theorem eta_triplet (t U : ℝ) :
    (∀ k : ℕ, ham t U *ᵥ (toReal etaᵀ ^ k *ᵥ Pi.single 0 1) =
      (U / 2) • (toReal etaᵀ ^ k *ᵥ Pi.single 0 1)) ∧
    toReal etaᵀ ^ 2 *ᵥ Pi.single 0 1 ≠ 0 := by
  have h := ladder t U (s := 0) (r := 15) (eta_symmetry t U).2
    (by rw [hop_eq]; decide +kernel) (by decide +kernel)
  have hv : repulsion 0 = 2 := by decide +kernel
  have hu : U / 4 * ((2 : ℤ) : ℝ) = U / 2 := by push_cast; ring
  rwa [hv, hu] at h

/-- Every power of the spin lowering operator takes the state with one up electron per site to a
solution, possibly zero, of the eigenvalue equation for `-U/2`, and the second application does not
vanish. -/
theorem spin_triplet (t U : ℝ) :
    (∀ k : ℕ, ham t U *ᵥ (toReal spinPlusᵀ ^ k *ᵥ Pi.single 5 1) =
      (-(U / 2)) • (toReal spinPlusᵀ ^ k *ᵥ Pi.single 5 1)) ∧
    toReal spinPlusᵀ ^ 2 *ᵥ Pi.single 5 1 ≠ 0 := by
  have h := ladder t U (s := 5) (r := 10) (spin_symmetry t U).1.2
    (by rw [hop_eq]; decide +kernel) (by decide +kernel)
  have hv : repulsion 5 = -2 := by decide +kernel
  have hu : U / 4 * ((-2 : ℤ) : ℝ) = -(U / 2) := by push_cast; ring
  rwa [hv, hu] at h

/-- Symmetry-adapted states: `(a, b, s)` stands for `|a⟩ + s |b⟩`. -/
def adapted : Fin 16 → Fin 16 × Fin 16 × ℤ :=
  ![(9, 6, -1), (3, 12, 1), (0, 0, 0), (3, 12, -1), (15, 15, 0), (5, 5, 0), (9, 6, 1),
    (10, 10, 0), (1, 4, 1), (2, 8, 1), (7, 13, -1), (11, 14, -1), (1, 4, -1), (2, 8, -1),
    (7, 13, 1), (11, 14, 1)]

/-- The matrix whose columns are the symmetry-adapted states. -/
def basis : Op := fun i j => (if i = (adapted j).1 then 1 else 0) +
  (if i = (adapted j).2.1 then (adapted j).2.2 else 0)

/-- Twice the inverse of `basis`. -/
def dual : Op := fun i j => (2 - (adapted i).2.2 ^ 2) * basis j i

/-- The first two of the sixteen labels, set apart from the other fourteen. -/
def split : Fin 2 ⊕ Fin 14 ≃ Fin 16 := finSumFinEquiv

/-- A matrix with a 2 by 2 block followed by fourteen diagonal entries. -/
def block {R : Type} [Zero R] (A : Matrix (Fin 2) (Fin 2) R) (d : Fin 14 → R) :
    Matrix (Fin 16) (Fin 16) R :=
  (fromBlocks A 0 0 (diagonal d)).submatrix split.symm split.symm

/-- Hopping eigenvalues of the last fourteen adapted states. -/
def hopVal : Fin 14 → ℤ := ![0, 0, 0, 0, 0, 0, 1, 1, 1, 1, -1, -1, -1, -1]

/-- Values of `repulsion` on the last fourteen adapted states. -/
def repVal : Fin 14 → ℤ := ![2, 2, 2, -2, -2, -2, 0, 0, 0, 0, 0, 0, 0, 0]

/-- Energies of the last fourteen adapted states. -/
def energy (t U : ℝ) : Fin 14 → ℝ :=
  ![U / 2, U / 2, U / 2, -(U / 2), -(U / 2), -(U / 2), -t, -t, -t, -t, t, t, t, t]

lemma block_eq (t U : ℝ) :
    (-t) • toReal (block !![0, 2; 2, 0] hopVal) +
      (U / 4) • toReal (block !![-2, 0; 0, 2] repVal) =
    block !![-(U / 2), -(2 * t); -(2 * t), U / 2] (energy t U) := by
  have hd (i : Fin 14) : -t * (hopVal i : ℝ) + U / 4 * (repVal i : ℝ) = energy t U i := by
    fin_cases i <;> simp [hopVal, repVal, energy] <;> ring
  ext i j
  simp only [block, toReal, RingHom.mapMatrix_apply, Matrix.add_apply, Matrix.smul_apply,
    Matrix.map_apply, submatrix_apply, smul_eq_mul]
  generalize split.symm i = a
  generalize split.symm j = b
  rcases a with a | a <;> rcases b with b | b
  · fin_cases a <;> fin_cases b <;> simp <;> ring
  · simp
  · simp
  · by_cases h : a = b
    · subst h
      simpa using hd a
    · simp [h]

lemma charpoly_similar {n : Type} [Fintype n] [DecidableEq n] {H B P Q : Matrix n n ℝ}
    (hH : H * P = P * B) (hq : Q * P = 1) : H.charpoly = B.charpoly := by
  have hp : P * Q = 1 := mul_eq_one_comm.mp hq
  calc H.charpoly = (P * (B * Q)).charpoly := by
        rw [← mul_assoc, ← hH, mul_assoc, hp, mul_one]
    _ = B.charpoly := by rw [Matrix.charpoly_mul_comm, mul_assoc, hq, mul_one]

lemma charpoly_blocks {m n l : Type} [Fintype m] [DecidableEq m] [Fintype n] [DecidableEq n]
    [Fintype l] [DecidableEq l] (e : m ⊕ n ≃ l) (A : Matrix m m ℝ) (d : n → ℝ) :
    ((fromBlocks A 0 0 (diagonal d)).submatrix e.symm e.symm).charpoly =
      A.charpoly * ∏ i, (X - C (d i)) := by
  have hd : (diagonal d).charmatrix = diagonal fun i => X - C (d i) := by
    ext1 i j
    by_cases h : i = j
    · subst h
      simp
    · simp [h]
  have hdc : (diagonal d).charpoly = ∏ i, (X - C (d i)) := by
    rw [Matrix.charpoly, hd, det_diagonal]
  refine (Matrix.charpoly_reindex e (fromBlocks A 0 0 (diagonal d))).trans ?_
  rw [Matrix.charpoly_fromBlocks_zero₁₂, hdc]

lemma hop_basis : hopTable * basis = basis * block !![0, 2; 2, 0] hopVal :=
  eq_of_same (by decide +kernel)

lemma repulsion_basis :
    diagonal repulsion * basis = basis * block !![-2, 0; 0, 2] repVal :=
  eq_of_same (by decide +kernel)

lemma dual_basis : dual * basis = 1 + 1 := eq_of_same (by decide +kernel)

lemma prod_energy (t U : ℝ) : ∏ i, (X - C (energy t U i)) =
    (X - C (U / 2)) ^ 3 * (X + C (U / 2)) ^ 3 * (X ^ 2 - C (t ^ 2)) ^ 4 := by
  have hf : (X ^ 2 - C (t ^ 2) : ℝ[X]) = (X + C t) * (X - C t) := by
    rw [map_pow]; ring
  rw [hf]
  simp only [energy, Fin.prod_univ_succ, Matrix.cons_val_zero, Matrix.cons_val_succ,
    Fin.prod_univ_zero, map_neg, sub_neg_eq_add]
  -- the linear factors are atoms, so nothing is multiplied out
  generalize (X - C (U / 2) : ℝ[X]) = a
  generalize (X + C (U / 2) : ℝ[X]) = b
  generalize (X + C t : ℝ[X]) = p
  generalize (X - C t : ℝ[X]) = m
  ring

/-- The characteristic polynomial of the Hubbard dimer on its full Fock space. -/
theorem hubbard_dimer_charpoly (t U : ℝ) :
    (ham t U).charpoly = (X - C (U / 2)) ^ 3 * (X + C (U / 2)) ^ 3 *
      (X ^ 2 - C (t ^ 2)) ^ 4 * (X ^ 2 - C (U ^ 2 / 4 + 4 * t ^ 2)) := by

  -- in the adapted basis the Hamiltonian is block diagonal
  have hH : ham t U * toReal basis = toReal basis *
      block !![-(U / 2), -(2 * t); -(2 * t), U / 2] (energy t U) := by
    rw [← block_eq, ham_eq, hop_eq]
    simp only [add_mul, mul_add, smul_mul_assoc, mul_smul_comm, ← map_mul, hop_basis,
      repulsion_basis]
  have hq : ((1 / 2 : ℝ) • toReal dual) * toReal basis = 1 := by
    rw [smul_mul_assoc, ← map_mul, dual_basis, map_add, map_one, ← two_smul ℝ, smul_smul]
    norm_num
  have htr : (!![-(U / 2), -(2 * t); -(2 * t), U / 2] : Matrix _ _ ℝ).trace = 0 := by
    simp [trace_fin_two]
  have hdet : (!![-(U / 2), -(2 * t); -(2 * t), U / 2] : Matrix _ _ ℝ).det =
      -(U ^ 2 / 4 + 4 * t ^ 2) := by
    rw [det_fin_two_of]; ring
  rw [charpoly_similar hH hq, block, charpoly_blocks, Matrix.charpoly_fin_two, htr, hdet,
    prod_energy]
  simp only [map_neg, map_zero, zero_mul, sub_zero, ← sub_eq_add_neg]
  exact mul_comm _ _

end

end HubbardDimerFock
```

```lean
#print axioms HubbardDimerFock.anticommutation
#print axioms HubbardDimerFock.eta_triplet
#print axioms HubbardDimerFock.spin_triplet
#print axioms HubbardDimerFock.hubbard_dimer_charpoly
```

```
'HubbardDimerFock.anticommutation' depends on axioms: [propext, Classical.choice, Quot.sound]
'HubbardDimerFock.eta_triplet' depends on axioms: [propext, Classical.choice, Quot.sound]
'HubbardDimerFock.spin_triplet' depends on axioms: [propext, Classical.choice, Quot.sound]
'HubbardDimerFock.hubbard_dimer_charpoly' depends on axioms: [propext, Classical.choice, Quot.sound]
```

### How the proof follows the calculation

Finite integer identities are settled by `decide +kernel`, which evaluates every entry. For the anticommutators, `mul_toggle` first reduces each matrix product to one term, because `c k` and its transpose each take a basis state to a multiple of a single other one, or to zero.

`hop_commutator` is checked by evaluation; `linear_combination` with `noncomm_ring` then carries out the Leibniz cancellations. `ham_eq` writes the interaction as $U/4$ times the integer diagonal `repulsion`, and `commute_ham` combines the two parts and transposes. `ladder` moves $H$ past powers of a symmetry operator.

For the spectrum, the columns of `basis` are the states above, up to constant factors, and `dual_basis` shows that `dual` is twice the inverse. `hop_basis` and `repulsion_basis` bring both parts of $H$ to block form, `charpoly_similar` transfers the characteristic polynomial, and `charpoly_blocks` splits it into the 2 by 2 factor and fourteen linear factors, which `prod_energy` collects.
